# A pendant site with zero on-site energy can be deleted with its neighbour without changing the number of zero modes

To count the nonbonding π orbitals of a conjugated hydrocarbon in the Hückel model, one can strike out an end atom of the π system together with its only neighbour there and continue with the smaller system. More generally, the number of independent zero-energy modes is preserved in any finite hopping matrix where the end atom has zero on-site energy and nonzero hopping to and from that neighbour.

```lean
import Mathlib

open Matrix

namespace PendantReduction

variable {K n : Type*} [Field K] [Fintype n] [DecidableEq n]

/-- The zero modes of a hopping matrix `H`: the amplitudes `ψ` with `H ψ = 0`. -/
def zeroModes (H : Matrix n n K) : Submodule K (n → K) := LinearMap.ker H.mulVecLin

/-- The sites that remain when `p` and `q` are removed. -/
abbrev Remaining {n : Type*} (p q : n) := {i : n // i ≠ p ∧ i ≠ q}

/-- The hopping matrix of the system with the sites `p` and `q` deleted. -/
def deletePair {K n : Type*} (H : Matrix n n K) (p q : n) :
    Matrix (Remaining p q) (Remaining p q) K :=
  H.submatrix Subtype.val Subtype.val

/-- Site `p` is pendant at a different site `q`: it has no on-site energy and couples only to `q`,
with nonzero hopping in both directions. -/
structure IsPendant {K n : Type*} [Field K] (H : Matrix n n K) (p q : n) : Prop where
  ne : p ≠ q
  row : ∀ j, j ≠ q → H p j = 0
  col : ∀ i, i ≠ q → H i p = 0
  hop_out : H p q ≠ 0
  hop_in : H q p ≠ 0

omit [DecidableEq n] in
/-- An amplitude vector is a zero mode exactly when it satisfies the zero-energy equation at every
site. -/
theorem mem_zeroModes (H : Matrix n n K) (ψ : n → K) :
    ψ ∈ zeroModes H ↔ ∀ i, ∑ j, H i j * ψ j = 0 := by
  rw [zeroModes, LinearMap.mem_ker, funext_iff]
  exact Iff.rfl

/-- A sum over all sites splits into the terms of two different sites `p` and `q` and the sum over
the remaining sites. -/
theorem sum_split {p q : n} (hpq : p ≠ q) (f : n → K) :
    ∑ j, f j = f p + f q + ∑ j : Remaining p q, f j.1 := by
  have h1 := Finset.add_sum_erase Finset.univ f (Finset.mem_univ p)
  have h2 := Finset.add_sum_erase (Finset.univ.erase p) f
    (Finset.mem_erase.2 ⟨hpq.symm, Finset.mem_univ q⟩)
  have h3 : ∑ j ∈ (Finset.univ.erase p).erase q, f j = ∑ j : Remaining p q, f j.1 :=
    Finset.sum_subtype _ (by intro x; simp [and_comm]) f
  linear_combination h3 - h1 - h2

/-- If `p` is pendant at `q`, the zero modes are exactly the amplitudes that vanish on `q`, solve
the reduced problem on the remaining sites, and have the amplitude on `p` fixed by the equation
at `q`. -/
theorem mem_zeroModes_iff {H : Matrix n n K} {p q : n} (hP : IsPendant H p q) (ψ : n → K) :
    ψ ∈ zeroModes H ↔ ψ q = 0 ∧
      ψ p = -(∑ j : Remaining p q, H q j.1 * ψ j.1) / H q p ∧
      (fun j : Remaining p q => ψ j.1) ∈ zeroModes (deletePair H p q) := by
  rw [mem_zeroModes, mem_zeroModes]
  constructor
  · intro h
    -- the equation at the pendant site has a single term
    have hs : ∑ j, H p j * ψ j = H p q * ψ q :=
      Finset.sum_eq_single q (fun j _ hj => by rw [hP.row j hj, zero_mul]) (by simp)
    have hq : ψ q = 0 := (mul_eq_zero.1 (hs.symm.trans (h p))).resolve_left hP.hop_out
    refine ⟨hq, ?_, ?_⟩
    · have hi := h q
      rw [sum_split hP.ne] at hi
      rw [eq_div_iff hP.hop_in]
      linear_combination hi - H q q * hq
    · intro i
      have hi := h i.1
      rw [sum_split hP.ne] at hi
      change ∑ j : Remaining p q, H i.1 j.1 * ψ j.1 = 0
      linear_combination hi - ψ p * hP.col i.1 i.2.2 - H i.1 q * hq
  · rintro ⟨hq, hp, h⟩ i
    rw [sum_split hP.ne]
    by_cases hip : i = p
    · have hs : ∑ j : Remaining p q, H p j.1 * ψ j.1 = 0 :=
        Finset.sum_eq_zero fun j _ => by rw [hP.row j.1 j.2.2, zero_mul]
      rw [hip]
      linear_combination hs + ψ p * hP.row p hP.ne + H p q * hq
    by_cases hiq : i = q
    · rw [eq_div_iff hP.hop_in] at hp
      rw [hiq]
      linear_combination hp + H q q * hq
    · have hi : ∑ j : Remaining p q, H i j.1 * ψ j.1 = 0 := h ⟨i, hip, hiq⟩
      linear_combination hi + ψ p * hP.col i hiq + H i q * hq

/-- Pendant reduction: if `p` is pendant at `q`, deleting both sites leaves the number of
independent zero modes unchanged. -/
theorem finrank_zeroModes {H : Matrix n n K} {p q : n} (hP : IsPendant H p q) :
    Module.finrank K (zeroModes H) = Module.finrank K (zeroModes (deletePair H p q)) := by
  -- restriction of a zero mode to the remaining sites
  let R : zeroModes H →ₗ[K] zeroModes (deletePair H p q) :=
    { toFun := fun ψ => ⟨fun j => ψ.1 j.1, ((mem_zeroModes_iff hP ψ.1).1 ψ.2).2.2⟩
      map_add' := fun _ _ => rfl
      map_smul' := fun _ _ => rfl }
  refine (LinearEquiv.ofBijective R ⟨?_, ?_⟩).finrank_eq
  · intro ψ χ h
    have hr : ∀ j : Remaining p q, ψ.1 j.1 = χ.1 j.1 :=
      fun j => congrFun (congrArg Subtype.val h) j
    obtain ⟨hq, hp, _⟩ := (mem_zeroModes_iff hP ψ.1).1 ψ.2
    obtain ⟨hq', hp', _⟩ := (mem_zeroModes_iff hP χ.1).1 χ.2
    apply Subtype.ext
    funext i
    by_cases hip : i = p
    · rw [hip, hp, hp']
      simp only [hr]
    by_cases hiq : i = q
    · rw [hiq, hq, hq']
    · exact hr ⟨i, hip, hiq⟩
  · intro φ
    -- every reduced zero mode extends to the full system
    obtain ⟨ψ, hr, hp, hq⟩ : ∃ ψ : n → K, (∀ j : Remaining p q, ψ j.1 = φ.1 j) ∧
        ψ p = -(∑ j : Remaining p q, H q j.1 * φ.1 j) / H q p ∧ ψ q = 0 :=
      ⟨fun i => if h : i ≠ p ∧ i ≠ q then φ.1 ⟨i, h⟩ else
        if i = p then -(∑ j : Remaining p q, H q j.1 * φ.1 j) / H q p else 0,
        fun j => dif_pos j.2, by simp, by simp [hP.ne.symm]⟩
    refine ⟨⟨ψ, (mem_zeroModes_iff hP ψ).2 ⟨hq, ?_, ?_⟩⟩, Subtype.ext (funext hr)⟩
    · rw [hp]
      simp only [hr]
    · rw [show (fun j : Remaining p q => ψ j.1) = φ.1 from funext hr]
      exact φ.2

/-- Pendant reduction for a real symmetric or complex Hermitian Hamiltonian: if `p` has zero
on-site energy and couples only to `q`, with nonzero hopping, deleting `p` and `q` preserves the
dimension of the kernel. -/
theorem finrank_zeroModes_of_isHermitian {𝕜 : Type*} [RCLike 𝕜] {H : Matrix n n 𝕜} {p q : n}
    (hH : H.IsHermitian) (hdiag : H p p = 0) (hrow : ∀ j, j ≠ p → j ≠ q → H p j = 0)
    (hop : H p q ≠ 0) :
    Module.finrank 𝕜 (zeroModes H) = Module.finrank 𝕜 (zeroModes (deletePair H p q)) := by
  have row : ∀ j, j ≠ q → H p j = 0 := fun j hj => by
    by_cases hjp : j = p
    · rw [hjp, hdiag]
    · exact hrow j hjp hj
  refine finrank_zeroModes ⟨fun h => hop (h ▸ hdiag), row, fun i hi => ?_, hop, ?_⟩
  · rw [← hH.apply i p, row i hi, star_zero]
  · rw [← hH.apply q p]
    exact star_ne_zero.2 hop

omit [DecidableEq n] in
/-- The rank of a hopping matrix and its number of independent zero modes add up to the number
of sites. -/
theorem rank_add_finrank_zeroModes (H : Matrix n n K) :
    H.rank + Module.finrank K (zeroModes H) = Fintype.card n :=
  (LinearMap.finrank_range_add_finrank_ker H.mulVecLin).trans
    (Module.finrank_fintype_fun_eq_card K)

/-- For the two-site matrix with all entries equal to one, whose site `0` has a nonzero on-site
energy, deleting both sites changes the dimension of the kernel. -/
theorem onsite_energy_breaks_reduction :
    Module.finrank ℝ (zeroModes (!![1, 1; 1, 1] : Matrix (Fin 2) (Fin 2) ℝ)) ≠
      Module.finrank ℝ (zeroModes (deletePair (!![1, 1; 1, 1] : Matrix (Fin 2) (Fin 2) ℝ) 0 1)) := by
  intro h
  have h1 := rank_add_finrank_zeroModes
    (deletePair (!![1, 1; 1, 1] : Matrix (Fin 2) (Fin 2) ℝ) 0 1)
  have hc : Fintype.card (Remaining (0 : Fin 2) 1) = 0 := by decide
  rw [hc] at h1
  have hbot := Submodule.finrank_eq_zero.1 (h.trans (by omega))
  -- the antisymmetric combination is a zero mode of the full matrix
  have hm : (![1, -1] : Fin 2 → ℝ) ∈
      zeroModes (!![1, 1; 1, 1] : Matrix (Fin 2) (Fin 2) ℝ) := by
    rw [mem_zeroModes]
    intro i
    fin_cases i <;> simp [Fin.sum_univ_two]
  rw [hbot, Submodule.mem_bot] at hm
  have h0 : (1 : ℝ) = 0 := congrFun hm 0
  exact one_ne_zero h0

end PendantReduction
```

```lean
#print axioms PendantReduction.finrank_zeroModes_of_isHermitian
-- 'PendantReduction.finrank_zeroModes_of_isHermitian' depends on axioms: [propext, Classical.choice, Quot.sound]
#print axioms PendantReduction.onsite_energy_breaks_reduction
-- 'PendantReduction.onsite_energy_breaks_reduction' depends on axioms: [propext, Classical.choice, Quot.sound]
```

## Three kinds of zero-energy equation

Let $H$ be the hopping matrix and $\psi_i$ the amplitude on site $i$. A zero mode satisfies $\sum_j H_{ij}\psi_j=0$ at every site $i$. Let $p$ be the pendant site, $q$ its neighbour, and $R$ the set of all other sites.

At $p$, the only nonzero matrix element in the row is $H_{pq}$, so
$$H_{pq}\psi_q=0 \quad\Rightarrow\quad \psi_q=0.$$

At $q$, the equation is
$$H_{qp}\psi_p+H_{qq}\psi_q+\sum_{j\in R}H_{qj}\psi_j=0.$$
Since $\psi_q=0$ and $H_{qp}\neq0$, it fixes
$$\psi_p=-\frac{1}{H_{qp}}\sum_{j\in R}H_{qj}\psi_j .$$

At a site $i\in R$, the equation is
$$H_{ip}\psi_p+H_{iq}\psi_q+\sum_{j\in R}H_{ij}\psi_j=0.$$
The first term vanishes because $H_{ip}=0$, the second because $\psi_q=0$. What is left is the zero-mode equation of the system without $p$ and $q$.

Conversely, take any zero mode of the reduced system, set $\psi_q=0$ and choose $\psi_p$ by the formula above. All three kinds of equation then hold. Restriction to $R$ is therefore a linear bijection between the two spaces of zero modes, and their dimensions agree. If $R$ is empty, both dimensions are zero.

In the allyl system, with three atoms in a row and equal hoppings, deleting atoms 1 and 2 leaves one isolated atom with one zero mode. Extending it back and normalising gives, up to an overall sign, the nonbonding orbital $(1,0,-1)/\sqrt2$.

## What the hypotheses mean for a molecule or lattice

The sites form a finite type `n`, and the matrix entries lie in a field `K`. `zeroModes H` is the kernel of $H$ acting on amplitudes. `deletePair H p q` keeps all matrix elements among the sites of `Remaining p q` unchanged.

`IsPendant H p q` contains the coupling conditions. Its field `row` covers $j=p$ as well, and so includes $H_{pp}=0$: the energy zero is placed at the on-site energy of the pendant site, as when Hückel energies are measured from the carbon Coulomb integral $\alpha$. The on-site energies of $q$ and of all other sites are arbitrary, and no bipartite structure is required.

`finrank_zeroModes` states the equality of dimensions over any field. `finrank_zeroModes_of_isHermitian` is the version for real symmetric or complex Hermitian matrices, where the hopping from $p$ to $q$ supplies the reverse one. In the Hückel model of a conjugated hydrocarbon, where all on-site energies equal $\alpha$ and are set to zero, the preserved dimension is the number of independent nonbonding spatial orbitals. With other on-site energies it is the number of independent orbitals at energy zero, which need not be nonbonding. The equality concerns energy zero only and says nothing about the other levels.

The condition on $H_{pp}$ matters. In `onsite_energy_breaks_reduction` all entries of a two-site matrix equal one. The full matrix has the normalised zero mode $(1,-1)/\sqrt2$, whereas deleting both sites leaves no sites and hence no zero mode.

## From site equations to equal dimensions

`mem_zeroModes` turns kernel membership into the site equations, and `sum_split` separates the terms of $p$ and $q$ from the sum over $R$. `mem_zeroModes_iff` then carries out the derivation in both directions; its `linear_combination` steps remove the terms that vanish.

In `finrank_zeroModes`, the code uses the name `R` for the restriction map to the remaining sites, not for the set $R$ itself. It is injective because the amplitudes on $p$ and $q$ are determined by the rest, and surjective because every reduced mode extends. `LinearEquiv.ofBijective` converts this into equality of dimensions. The Hermitian version obtains the column conditions by complex conjugation of the row conditions.

For the two-site example, `rank_add_finrank_zeroModes` shows that the empty system has kernel dimension zero. Equality would force the full kernel to be trivial, but it contains the unnormalised vector `![1, -1]`.

## Repeating the deletion along a chain

Consider an open chain of $N$ sites with zero on-site energies and arbitrary nonzero nearest-neighbour hoppings. Each deletion at an end leaves a chain of the same kind with two fewer sites, until no site or one site remains. The chain thus has no zero mode for even $N$ and exactly one for odd $N$. This induction is an informal addition; the Lean theorems cover the single deletion step.
